# Shift covariance of a screened projector Hamiltonian and the augmentation sum rule

A finite matrix model of ultrasoft or PAW-type operators chooses what replaces the integral $\int v(\mathbf x)\,Q_{ij}(\mathbf x)\,d^3x$, and on which space the local potential acts. The choice made here is one finite index set of $N$ points that labels both the orbital basis and the values of the potential. The basis is taken to be orthonormal and the potential $v=(v_r)$ to act point by point, as the matrix $\operatorname{diag}(v)$; the integral becomes a plain sum $\sum_r v_r Q_r$ with one $M\times M$ matrix $Q_r$ per point, $M$ being the number of projector channels. No volume element appears. On a uniform grid with points $\mathbf x_r$ and volume $w$ per grid point the weight sits inside the matrices: $(Q_r)_{ij}=w\,Q_{ij}(\mathbf x_r)$ for augmentation functions $Q_{ij}$, and $P_{ri}=\sqrt w\,p_i(\mathbf x_r)$ for projector functions $p_i$.

## The identities

Let $P$ be the $N\times M$ complex matrix whose columns are the projectors, $P^H$ its conjugate transpose, $H_0$ an $N\times N$ matrix, and $D_0$ and $q$ two $M\times M$ matrices. In the physical setting $H_0$ is the kinetic energy, $D_0$ the unscreened nonlocal strength and $q_{ij}$ the augmentation charge $\int Q_{ij}(\mathbf x)\,d^3x$; the algebra below uses none of these meanings. Define

$$D(v)=D_0+\sum_r v_rQ_r,\qquad H(v)=H_0+\operatorname{diag}(v)+P\,D(v)\,P^H,\qquad S=1+P\,q\,P^H .$$

For an $N\times N$ matrix $\rho$ the augmented density at point $r$ is

$$n_r=\rho_{rr}+\operatorname{tr}(P^H\rho P\,Q_r).$$

Write $v+c$ for the potential with entries $v_r+c$, and set $T=\sum_rQ_r$, $\Delta=T-q$ and $X=P\Delta P^H$. Two identities hold with no assumption on any of the matrices:

$$H(v+c)-H(v)-cS=cX,\qquad \sum_r n_r-\operatorname{tr}(\rho S)=\operatorname{tr}(\rho X).$$

If the columns of $P$ are linearly independent, two equivalences follow. For $c\neq0$, $H(v+c)=H(v)+cS$ holds exactly when $\sum_rQ_r=q$. The equality $\sum_rn_r=\operatorname{tr}(\rho S)$ holds for every $\rho$ under exactly the same sum rule.

## Where a code relies on it

The zero of the electrostatic potential in a periodic calculation is a convention, and a code that solves $H\psi=\varepsilon S\psi$ expects a change of that convention to move all eigenvalues rigidly and to leave the orbitals alone; in this finite model, with $H_0$, $D_0$, $P$ and $Q_r$ held fixed, the sum rule gives that behaviour, and for independent projectors it is the condition for the operator identity behind it. On the density side, $\rho=\sum_kf_k\psi_k\psi_k^H$ with occupations $f_k$ and orbitals normalised by $\psi_k^HS\psi_k=1$ has $\operatorname{tr}(\rho S)=\sum_kf_k$, so the second identity says by how much the summed augmented density misses the electron number.

The sum rule is at risk when $q$ and the $Q_r$ come from different quadratures, for example $q$ from a radial integration and $Q_r$ from sampling on the grid. The matrix $\Delta$ is then in general nonzero, though small when both quadratures are accurate, and the two identities show that the same matrix $X$ controls both errors.

## Derivation

**Cancelling the projectors.** Independence of the columns means that $Px=0$ implies $x=0$. If $PB=0$ for a matrix $B$, each column $b$ of $B$ satisfies $Pb=0$, so $B=0$. Now suppose $PAP^H=0$ for an $M\times M$ matrix $A$. Taking $B=AP^H$ gives $AP^H=0$. The conjugate transpose of this equation is $PA^H=0$, a second cancellation gives $A^H=0$, and hence $A=0$.

**Shift of the Hamiltonian.** The screened strength is affine in $v$:

$$D(v+c)=D_0+\sum_r(v_r+c)Q_r=D(v)+cT .$$

The local part obeys $\operatorname{diag}(v+c)=\operatorname{diag}(v)+c\,1$. Therefore

$$H(v+c)-H(v)=c\,1+c\,PTP^H ,$$

and subtracting $cS=c\,1+c\,PqP^H$ leaves $c\,P(T-q)P^H=cX$. If $T=q$ then $X=0$ and $H(v+c)=H(v)+cS$. Conversely, if $H(v+c)=H(v)+cS$ then $cX=0$, division by $c\neq0$ gives $P\Delta P^H=0$, and the cancellation gives $\Delta=0$.

**Eigenvalues.** If $T=q$ and $H(v)\psi=\varepsilon S\psi$ for a vector $\psi$ and a number $\varepsilon$, then

$$H(v+c)\psi=H(v)\psi+cS\psi=(\varepsilon+c)S\psi .$$

**Charge.** Summing the density over points and using linearity of the trace gives $\sum_rn_r=\operatorname{tr}\rho+\operatorname{tr}(P^H\rho P\,T)$. Cyclicity gives $\operatorname{tr}(\rho PAP^H)=\operatorname{tr}(P^H\rho PA)$ for any $M\times M$ matrix $A$, so $\operatorname{tr}(\rho S)=\operatorname{tr}\rho+\operatorname{tr}(P^H\rho P\,q)$. The difference is $\operatorname{tr}(P^H\rho P\Delta)=\operatorname{tr}(\rho X)$. It vanishes for every $\rho$ when $\Delta=0$. If it vanishes for every $\rho$, the choice $\rho=X^H$ gives $\operatorname{tr}(X^HX)=\sum_{a,b}|X_{ab}|^2=0$, so $X=0$ and again $\Delta=0$.

**Dependent projectors.** Take $N=1$, $M=2$, $P=(1\;\;1)$, the single matrix $Q_0=\operatorname{diag}(1,-1)$ at the point $r=0$, and $q=0$. Then $X=PQ_0P^H=1-1=0$, so every shift changes $H$ by $cS$, although $T=Q_0\neq0=q$.

## The Lean file

```lean
import Mathlib

open Matrix

namespace AugmentationShiftCovariance

noncomputable section

variable {n m : Type*} [Fintype n] [DecidableEq n] [Fintype m]

/-- Screened nonlocal strength `D(v) = D0 + ∑_r v_r Q_r`. -/
def screenedD (D0 : Matrix m m ℂ) (Q : n → Matrix m m ℂ) (v : n → ℂ) : Matrix m m ℂ :=
  D0 + ∑ r, v r • Q r

/-- Hamiltonian `H(v) = H0 + diag(v) + P D(v) Pᴴ` with local potential `v` and projector
matrix `P`. -/
def hamiltonian (H0 : Matrix n n ℂ) (P : Matrix n m ℂ) (D0 : Matrix m m ℂ)
    (Q : n → Matrix m m ℂ) (v : n → ℂ) : Matrix n n ℂ :=
  H0 + diagonal v + P * screenedD D0 Q v * Pᴴ

/-- Overlap operator `S = 1 + P q Pᴴ`. -/
def overlap (P : Matrix n m ℂ) (q : Matrix m m ℂ) : Matrix n n ℂ :=
  1 + P * q * Pᴴ

/-- Augmented density at point `r` for a density matrix `ρ`:
`n_r = ρ_rr + tr(Pᴴ ρ P Q_r)`. -/
def augDensity (P : Matrix n m ℂ) (Q : n → Matrix m m ℂ) (ρ : Matrix n n ℂ) (r : n) : ℂ :=
  ρ r r + trace (Pᴴ * ρ * P * Q r)

omit [Fintype n] [DecidableEq n] in
/-- If the projectors are linearly independent, `P A Pᴴ = 0` forces `A = 0`. -/
theorem eq_zero_of_sandwich_eq_zero (P : Matrix n m ℂ) (hP : LinearIndependent ℂ P.col)
    (A : Matrix m m ℂ) (h : P * A * Pᴴ = 0) : A = 0 := by
  have hinj : Function.Injective P.mulVec := Matrix.mulVec_injective_iff.mpr hP
  -- left cancellation of `P`, column by column
  have cancel : ∀ {k : Type _} (B : Matrix m k ℂ), P * B = 0 → B = 0 := by
    intro k B hB
    ext i j
    have h1 : P *ᵥ (fun a => B a j) = P *ᵥ 0 := by
      rw [Matrix.mulVec_zero]
      funext a
      have h0 := congrFun (congrFun hB a) j
      simpa [Matrix.mul_apply, Matrix.mulVec, dotProduct] using h0
    simpa using congrFun (hinj h1) i
  have cancel' : ∀ B : Matrix m m ℂ, P * B = 0 → B = 0 := by
    intro B hB
    ext i j
    have h1 : P *ᵥ (fun a => B a j) = P *ᵥ 0 := by
      rw [Matrix.mulVec_zero]
      funext a
      have h0 := congrFun (congrFun hB a) j
      simpa [Matrix.mul_apply, Matrix.mulVec, dotProduct] using h0
    simpa using congrFun (hinj h1) i
  have h2 : A * Pᴴ = 0 := cancel _ (by rw [← Matrix.mul_assoc]; exact h)
  -- take the adjoint and cancel once more
  have h3 : P * Aᴴ = 0 := by
    have h4 := congrArg conjTranspose h2
    simpa [Matrix.conjTranspose_mul] using h4
  have h5 := congrArg conjTranspose (cancel' _ h3)
  simpa using h5

omit [DecidableEq n] [Fintype m] in
/-- A uniform shift `c` of the potential changes the screened strength by `c ∑_r Q_r`. -/
theorem screenedD_shift (D0 : Matrix m m ℂ) (Q : n → Matrix m m ℂ) (v : n → ℂ) (c : ℂ) :
    screenedD D0 Q (fun r => v r + c) = screenedD D0 Q v + c • ∑ r, Q r := by
  simp only [screenedD, add_smul, Finset.sum_add_distrib, Finset.smul_sum, add_assoc]

/-- Defect of shift covariance: `H(v + c) - H(v) - c S = c P (∑_r Q_r - q) Pᴴ`. -/
theorem shift_defect (H0 : Matrix n n ℂ) (P : Matrix n m ℂ) (D0 q : Matrix m m ℂ)
    (Q : n → Matrix m m ℂ) (v : n → ℂ) (c : ℂ) :
    hamiltonian H0 P D0 Q (fun r => v r + c) - hamiltonian H0 P D0 Q v - c • overlap P q
      = c • (P * (∑ r, Q r - q) * Pᴴ) := by
  -- the local part shifts by `c` times the identity
  have hd : diagonal (fun r => v r + c) = diagonal v + c • (1 : Matrix n n ℂ) := by
    ext i j
    by_cases hij : i = j
    · subst hij
      simp
    · simp [hij]
  unfold hamiltonian overlap
  rw [screenedD_shift, hd]
  generalize ∑ r, Q r = T
  simp only [Matrix.mul_add, Matrix.add_mul, Matrix.mul_sub, Matrix.sub_mul, Matrix.mul_smul,
    Matrix.smul_mul, smul_add, smul_sub]
  abel

/-- For linearly independent projectors and `c ≠ 0`, shifting every `v_r` by `c` changes the
Hamiltonian by exactly `c S` if and only if `∑_r Q_r = q`. -/
theorem shift_covariant_iff (H0 : Matrix n n ℂ) (P : Matrix n m ℂ) (D0 q : Matrix m m ℂ)
    (Q : n → Matrix m m ℂ) (v : n → ℂ) (c : ℂ) (hP : LinearIndependent ℂ P.col)
    (hc : c ≠ 0) :
    hamiltonian H0 P D0 Q (fun r => v r + c) = hamiltonian H0 P D0 Q v + c • overlap P q
      ↔ ∑ r, Q r = q := by
  have h := shift_defect H0 P D0 q Q v c
  rw [sub_sub] at h
  constructor
  · intro hH
    rw [hH, sub_self] at h
    have h0 := (smul_eq_zero.mp h.symm).resolve_left hc
    exact sub_eq_zero.mp (eq_zero_of_sandwich_eq_zero P hP _ h0)
  · intro hq
    rw [hq, sub_self, Matrix.mul_zero, Matrix.zero_mul, smul_zero] at h
    exact sub_eq_zero.mp h

/-- If `∑_r Q_r = q` and `H(v) ψ = ε S ψ`, then `H(v + c) ψ = (ε + c) S ψ`. -/
theorem generalized_eigen_shift (H0 : Matrix n n ℂ) (P : Matrix n m ℂ) (D0 q : Matrix m m ℂ)
    (Q : n → Matrix m m ℂ) (v : n → ℂ) (c ε : ℂ) (ψ : n → ℂ) (hq : ∑ r, Q r = q)
    (hψ : hamiltonian H0 P D0 Q v *ᵥ ψ = ε • (overlap P q *ᵥ ψ)) :
    hamiltonian H0 P D0 Q (fun r => v r + c) *ᵥ ψ = (ε + c) • (overlap P q *ᵥ ψ) := by
  have h := shift_defect H0 P D0 q Q v c
  rw [sub_sub, hq, sub_self, Matrix.mul_zero, Matrix.zero_mul, smul_zero] at h
  rw [sub_eq_zero.mp h, Matrix.add_mulVec, Matrix.smul_mulVec, hψ, add_smul]

/-- The summed augmented density differs from `tr(ρ S)` by `tr(ρ P (∑_r Q_r - q) Pᴴ)`. -/
theorem charge_defect (P : Matrix n m ℂ) (q : Matrix m m ℂ) (Q : n → Matrix m m ℂ)
    (ρ : Matrix n n ℂ) :
    ∑ r, augDensity P Q ρ r - trace (ρ * overlap P q)
      = trace (ρ * (P * (∑ r, Q r - q) * Pᴴ)) := by
  -- cyclicity of the trace
  have hcyc : ∀ A : Matrix m m ℂ, trace (ρ * (P * A * Pᴴ)) = trace (Pᴴ * ρ * P * A) := by
    intro A
    rw [← Matrix.mul_assoc, Matrix.trace_mul_comm]
    simp only [Matrix.mul_assoc]
  have hsum : ∑ r, augDensity P Q ρ r = trace ρ + trace (Pᴴ * ρ * P * ∑ r, Q r) := by
    rw [Matrix.mul_sum, Matrix.trace_sum]
    simp only [augDensity, Finset.sum_add_distrib]
    rfl
  rw [hsum, hcyc, overlap, Matrix.mul_add, Matrix.mul_one, Matrix.trace_add, hcyc,
    Matrix.mul_sub, Matrix.trace_sub]
  ring

/-- For linearly independent projectors, the augmented density sums to `tr(ρ S)` for every
matrix `ρ` if and only if `∑_r Q_r = q`. -/
theorem charge_sum_iff (P : Matrix n m ℂ) (q : Matrix m m ℂ) (Q : n → Matrix m m ℂ)
    (hP : LinearIndependent ℂ P.col) :
    (∀ ρ : Matrix n n ℂ, ∑ r, augDensity P Q ρ r = trace (ρ * overlap P q))
      ↔ ∑ r, Q r = q := by
  constructor
  · intro h
    -- test with `ρ` the adjoint of the defect matrix
    have h1 := charge_defect P q Q (P * (∑ r, Q r - q) * Pᴴ)ᴴ
    rw [h, sub_self] at h1
    open scoped ComplexOrder in
    have h2 := Matrix.trace_conjTranspose_mul_self_eq_zero_iff.mp h1.symm
    exact sub_eq_zero.mp (eq_zero_of_sandwich_eq_zero P hP _ h2)
  · intro hq ρ
    have h1 := charge_defect P q Q ρ
    rw [hq, sub_self, Matrix.mul_zero, Matrix.zero_mul, Matrix.mul_zero, Matrix.trace_zero] at h1
    exact sub_eq_zero.mp h1

/-- With the two equal projectors `P = (1 1)` on one point, `Q = diag(1, -1)` and `q = 0`,
every shift `c` changes the Hamiltonian by `c S` although `∑_r Q_r ≠ q`. -/
theorem dependent_projectors_counterexample (H0 : Matrix (Fin 1) (Fin 1) ℂ)
    (D0 : Matrix (Fin 2) (Fin 2) ℂ) (v : Fin 1 → ℂ) (c : ℂ) :
    hamiltonian H0 !![1, 1] D0 (fun _ => !![1, 0; 0, -1]) (fun r => v r + c)
        = hamiltonian H0 !![1, 1] D0 (fun _ => !![1, 0; 0, -1]) v
          + c • overlap (!![1, 1] : Matrix (Fin 1) (Fin 2) ℂ) 0
      ∧ ∑ _r : Fin 1, (!![1, 0; 0, -1] : Matrix (Fin 2) (Fin 2) ℂ) ≠ 0 := by
  constructor
  · have h := shift_defect H0 !![1, 1] D0 0 (fun _ => !![1, 0; 0, -1]) v c
    have h0 : (!![1, 1] : Matrix (Fin 1) (Fin 2) ℂ)
        * (∑ _r : Fin 1, (!![1, 0; 0, -1] : Matrix (Fin 2) (Fin 2) ℂ) - 0)
        * (!![1, 1] : Matrix (Fin 1) (Fin 2) ℂ)ᴴ = 0 := by
      rw [Fin.sum_univ_one, sub_zero]
      ext i j
      fin_cases i
      fin_cases j
      simp [Matrix.mul_apply, Fin.sum_univ_two, Matrix.conjTranspose_apply]
    rw [sub_sub, h0, smul_zero] at h
    exact sub_eq_zero.mp h
  · intro h
    rw [Fin.sum_univ_one] at h
    have h1 := congrFun (congrFun h 0) 0
    simp at h1

end

end AugmentationShiftCovariance
```

```lean
#print axioms AugmentationShiftCovariance.shift_covariant_iff
#print axioms AugmentationShiftCovariance.generalized_eigen_shift
#print axioms AugmentationShiftCovariance.charge_sum_iff
#print axioms AugmentationShiftCovariance.dependent_projectors_counterexample
```

```
'AugmentationShiftCovariance.shift_covariant_iff' depends on axioms: [propext, Classical.choice, Quot.sound]
'AugmentationShiftCovariance.generalized_eigen_shift' depends on axioms: [propext, Classical.choice, Quot.sound]
'AugmentationShiftCovariance.charge_sum_iff' depends on axioms: [propext, Classical.choice, Quot.sound]
'AugmentationShiftCovariance.dependent_projectors_counterexample' depends on axioms: [propext, Classical.choice, Quot.sound]
```

## Reading the formal statement

The finite types `n` and `m` index the $N$ points and the $M$ channels. For several atoms, `m` runs over pairs of atom and channel; block structure of $q$ or $Q_r$ is allowed and never used. The definitions `screenedD`, `hamiltonian`, `overlap` and `augDensity` are $D(v)$, $H(v)$, $S$ and $n_r$ as written above, `Q : n → Matrix m m ℂ` is the family $r\mapsto Q_r$, and the shifted potential is `fun r => v r + c`. With the weights inside $Q_r$ and $P$, the value `augDensity P Q ρ r` is the charge carried by point $r$, and the density per volume is $n_r/w$.

All scalars are complex. The potential and the shift may be complex, none of $H_0$, $D_0$, $q$, $Q_r$, $\rho$ is required to be Hermitian, and $S$ need be neither positive nor invertible. Real potentials and Hermitian matrices are special cases. The product `P * screenedD D0 Q v * Pᴴ` fixes the index convention $\sum_{ij}|p_i\rangle D_{ij}\langle p_j|$.

The hypothesis `LinearIndependent ℂ P.col` states that the columns of $P$ are independent over $\mathbb C$. It appears in `eq_zero_of_sandwich_eq_zero`, `shift_covariant_iff` and `charge_sum_iff`, and it is used only in the direction that deduces the sum rule. The identities `shift_defect` and `charge_defect` carry no hypothesis. The main theorem `shift_covariant_iff` concerns one given potential $v$ and one given $c\neq0$: covariance for a single nonzero shift already forces $\sum_rQ_r=q$. For $c=0$ the covariance equation is trivially true and says nothing about $Q_r$, which is the reason for `hc`. The corollary `generalized_eigen_shift` assumes the sum rule as `hq`, needs neither independence nor $c\neq0$, and places no condition on $\psi$, so it is a statement about the equation $H\psi=\varepsilon S\psi$ that also admits $\psi=0$. In `charge_sum_iff` the quantifier runs over all complex matrices $\rho$. The last theorem, `dependent_projectors_counterexample`, holds for every $H_0$, $D_0$, $v$ and $c$ of the stated sizes, with $q$ entered as the literal `0`.

## How the proof follows the derivation

In `eq_zero_of_sandwich_eq_zero`, `Matrix.mulVec_injective_iff` turns independence into injectivity of $x\mapsto Px$. The local statements `cancel` and `cancel'` apply injectivity to the column `fun a => B a j`. Then `h2` gives $AP^H=0$, `h3` takes the conjugate transpose to reach $PA^H=0$, and `h5` takes the conjugate transpose of $A^H=0$ to give $A=0$.

The lemma `screenedD_shift` distributes $(v_r+c)Q_r$ over the sum. In `shift_defect`, `hd` treats the diagonal part entry by entry, with the cases $i=j$ and $i\neq j$; the remaining steps multiply out the products and cancel terms. Both directions of `shift_covariant_iff` start from this identity, regrouped by `sub_sub` so that the left side reads $H(v+c)-(H(v)+cS)$. Forwards, the left side vanishes, `smul_eq_zero` with `hc` performs the division by $c$, and the cancellation lemma finishes. Backwards, `hq` makes the right side zero. `generalized_eigen_shift` repeats the backward step and applies both sides to $\psi$.

In `charge_defect`, `hcyc` is the cyclicity step and `hsum` the sum over points; after both are substituted, `ring` cancels the scalar traces. The forward direction of `charge_sum_iff` instantiates $\rho$ with $X^H$ and uses `Matrix.trace_conjTranspose_mul_self_eq_zero_iff`, which passes from $\operatorname{tr}(X^HX)=0$ to $X=0$. The counterexample evaluates the $1\times1$ matrix $X$ in `h0` and reads the $(0,0)$ entry of $Q_0$ to show that it is nonzero.

One pattern in `shift_defect` carries over to other operator identities. Rectangular matrices do not form a ring, so ring normalisation does not apply to products such as $P\,T\,P^H$. The proof first replaces the sum by an opaque matrix with `generalize ∑ r, Q r = T`, then distributes with `simp only` and the lemmas `Matrix.mul_add`, `Matrix.add_mul`, `Matrix.mul_smul`, `Matrix.smul_mul` and their relatives, and finally calls `abel`, which treats each expanded product as an atom of an additive group. The defect is stated first, as an equation without hypotheses, and both directions of each equivalence start from it.

## An easy mistake

Written out, the augmentation term is $\operatorname{tr}(P^H\rho P\,Q_r)=\sum_{ij}(P^H\rho P)_{ij}(Q_r)_{ji}$, with the indices of $Q_r$ reversed. A loop that multiplies $(P^H\rho P)_{ij}$ by $(Q_r)_{ij}$ contracts with the transpose $Q_r^{\mathsf T}$, and the charge balance then compares $\sum_rQ_r^{\mathsf T}$ with $q$, while the Hamiltonian still uses $\sum_rQ_r$. The slip is invisible when every $Q_r$ is symmetric. For Hermitian $Q_r$ with complex off-diagonal entries the transpose is the complex conjugate, and the two conditions can differ.

## Scope of the guarantee

The theorems are exact algebraic statements about the matrices of this finite model. They give the defect as an equation and contain no norm bound, no rounding analysis and no rate at which $\Delta$ decreases as the grid is refined. Outside the theorems, for Hermitian matrices with $S$ positive definite, real $c$ and a nondegenerate $S$-normalised orbital, perturbation theory to first order in $X$ adds $c\,\psi^HX\psi$ to the rigid shift $c$, the same number $\psi^HX\psi$ that measures the charge error of $\rho=\psi\psi^H$.

Independence of the projectors is assumed and not derived. It requires $M\le N$, and it concerns all projectors of all atoms together. Without it the defect identities still hold, but they constrain only $P\Delta P^H$, and the counterexample shows a case where covariance holds while the sum rule fails. Nearly dependent projectors satisfy the hypothesis, yet the theorems say nothing about how small $X$ must be before $\Delta$ is small.

The equivalences are statements about whole matrices. A test that finds the right electron number for one density matrix has checked the single scalar $\operatorname{tr}(\rho X)$, which in general does not establish the sum rule (a single channel $M=1$ with projector $p$ is an exception, since there $\operatorname{tr}(\rho X)=\Delta\,p^H\rho p$ forces $\Delta=0$ whenever $p^H\rho p\neq0$); the matrix $X^H$ used in the proof is in general not a physical density matrix. Likewise the eigenvalue statement runs in one direction only: the sum rule implies the shift, and no converse from observed eigenvalue shifts is stated.

The model uses the same index set for orbitals and potential. A plane-wave basis with a separate, denser grid for the augmentation charges represents the local potential by a non-diagonal matrix and is not of the form treated. The dependence on $v$ is affine with $H_0$, $D_0$, $P$, $q$ and $Q_r$ fixed, so self-consistency, one-centre terms that respond to the density, total energies and forces are not covered.
